# The high-frequency circular birefringence of a cold magnetised plasma, for waves along the field, falls as the inverse cube of frequency

The theorem concerns the two circular refractive indices of a collisionless medium, taken as the square roots of the dielectric function `1 - wp ^ 2 / (w * (w - s))` at signed cyclotron frequencies `s = -wc` and `s = wc`. It states that, as the real frequency `w` tends to infinity with `wp` and `wc` fixed, `w ^ 3` times the first index minus the second tends to `wp ^ 2 * wc`. The attempt multiplies the difference of the indices by their sum, which turns it into a difference of dielectric functions that can be computed exactly. Each dielectric function tends to 1, so the sum of the indices tends to 2, and dividing by it gives the limit.

An attempt in Lean 4 with a fault in it:

```lean
import Mathlib

open Matrix Filter Topology

namespace CircularBirefringence

noncomputable section

/-- The collisionless dielectric function `1 - wp² / (w (w - s))` for signed cyclotron
frequency `s`, meant for `w ≠ 0` and `w ≠ s`. -/
def eps (wp s w : ℝ) : ℝ := 1 - wp ^ 2 / (w * (w - s))

/-- At high frequency, `w³` times the difference of the two circular refractive indices tends
to `wp² wc`. -/
theorem circular_birefringence (wp wc : ℝ) :
    Tendsto (fun w : ℝ => w ^ 3 * (Real.sqrt (eps wp (-wc) w) - Real.sqrt (eps wp wc w)))
      atTop (𝓝 (wp ^ 2 * wc)) := by
  have hshift : ∀ s : ℝ, Tendsto (fun w : ℝ => w - s) atTop atTop := fun s => by
    simpa only [sub_eq_add_neg, id] using tendsto_atTop_add_const_right atTop (-s) tendsto_id
  have heps : ∀ s : ℝ, Tendsto (eps wp s) atTop (𝓝 1) := fun s => by
    have h := (tendsto_id.atTop_mul_atTop₀ (hshift s)).const_div_atTop (wp ^ 2)
    simpa [eps] using h.const_sub 1
  have hsqrt : ∀ s : ℝ, Tendsto (fun w => Real.sqrt (eps wp s w)) atTop (𝓝 1) := fun s => by
    simpa using (heps s).sqrt
  have hnum := ((((hshift wc).atTop_mul_atTop₀ (hshift (-wc))).const_div_atTop
    (wc ^ 2)).const_add 1).const_mul (2 * wp ^ 2 * wc)
  have hlim := hnum.div ((hsqrt (-wc)).add (hsqrt wc)) (by norm_num)
  have hval : wp ^ 2 * wc = 2 * wp ^ 2 * wc * (1 + 0) / (1 + 1) := by ring
  rw [hval]
  refine hlim.congr' ?_
  filter_upwards [eventually_gt_atTop |wc|, (heps wc).eventually (eventually_gt_nhds one_pos),
    (heps (-wc)).eventually (eventually_gt_nhds one_pos)] with w hw hplus hminus
  have hw0 : w ≠ 0 := ((abs_nonneg wc).trans_lt hw).ne'
  have ha : w - wc ≠ 0 := by linarith [le_abs_self wc] |> fun h : 0 < w - wc => h.ne'
  have hb : w - -wc ≠ 0 := by linarith [neg_abs_le wc] |> fun h : 0 < w - -wc => h.ne'
  have hA := Real.sq_sqrt hminus.le
  have hB := Real.sq_sqrt hplus.le
  have hsum := add_pos (Real.sqrt_pos.2 hminus) (Real.sqrt_pos.2 hplus)
  have hX : w ^ 3 * (eps wp (-wc) w - eps wp wc w) =
      2 * wp ^ 2 * wc * (1 + wc ^ 2 / ((w - wc) * (w - -wc))) := by
    unfold eps
    field_simp
    ring
  -- multiply the difference of the indices by their sum
  simp only [Pi.div_apply]
  rw [div_eq_iff hsum.ne']
  linear_combination -hX - w ^ 3 * hA + w ^ 3 * hB

end

end CircularBirefringence
```

Messages:

```
Main.lean:22:4: error: Type mismatch: After simplification, term
  Tendsto.const_sub 1 h
 has type
  @Tendsto ℝ ℝ (fun x => 1 - wp ^ 2 / (x * (x - s))) atTop (𝓝 1)
but is expected to have type
  @Tendsto ℝ ℝ (eps wp s) atTop (𝓝 1)
```

The repair, with which the file compiles:

```diff
@@ -20,5 +20,7 @@
   have heps : ∀ s : ℝ, Tendsto (eps wp s) atTop (𝓝 1) := fun s => by
     have h := (tendsto_id.atTop_mul_atTop₀ (hshift s)).const_div_atTop (wp ^ 2)
-    simpa [eps] using h.const_sub 1
+    have h' := h.const_sub 1
+    rw [sub_zero] at h'
+    exact h'
   have hsqrt : ∀ s : ℝ, Tendsto (fun w => Real.sqrt (eps wp s w)) atTop (𝓝 1) := fun s => by
     simpa using (heps s).sqrt
@@ -32,6 +34,6 @@
     (heps (-wc)).eventually (eventually_gt_nhds one_pos)] with w hw hplus hminus
   have hw0 : w ≠ 0 := ((abs_nonneg wc).trans_lt hw).ne'
-  have ha : w - wc ≠ 0 := by linarith [le_abs_self wc] |> fun h : 0 < w - wc => h.ne'
-  have hb : w - -wc ≠ 0 := by linarith [neg_abs_le wc] |> fun h : 0 < w - -wc => h.ne'
+  have ha : w - wc ≠ 0 := (by linarith [le_abs_self wc] : 0 < w - wc).ne'
+  have hb : w - -wc ≠ 0 := (by linarith [neg_abs_le wc] : 0 < w - -wc).ne'
   have hA := Real.sq_sqrt hminus.le
   have hB := Real.sq_sqrt hplus.le
```

Diagnosis. The message says that, after simplification, the supplied limit is about `fun x => 1 - wp ^ 2 / (x * (x - s))`, while the goal is still about `eps wp s`. These are the same function by definition, but `eps` is defined with three arguments, and `simp [eps]` unfolds it only where all three are present. In `Tendsto (eps wp s) atTop (𝓝 1)` the frequency is missing, so `eps` stays folded, and the final comparison in `simpa` does not unfold it either.

The repair names the limit `h'` and uses `sub_zero` to turn its value `1 - 0` into `1`. Then `exact h'` succeeds because it checks equality by definition and can unfold `eps` in doing so.

The changes to `ha` and `hb` are mere tidying: no message concerns those lines, and both versions have `linarith` prove that the difference is positive and then use `.ne'` to conclude that it is nonzero.
